# A matrix product tensor that is injective on a nonempty block is injective on every longer block

Cut a block of $m$ neighbouring sites out of a long spin chain in a matrix product state. For a fixed configuration of the other sites, the rest of the chain enters the amplitudes only through the two bonds at the ends of the block, and its contribution can be collected in a boundary matrix $X$. If every site carries the same matrices $A^{(s)}$, of size $D\times D$, the block has the unnormalised amplitudes

$$\psi_X(s_0,\dots,s_{m-1})=\operatorname{Tr}\bigl(X A^{(s_0)}A^{(s_1)}\cdots A^{(s_{m-1})}\bigr).$$

Do these amplitudes determine $X$, or do some nonzero boundary matrices leave no trace in them? A short block may have too few configurations to resolve all $D^2$ entries of $X$. Suppose that a block of $n$ sites does resolve them. The question is then whether a block of $n+1$ sites does so too.

For multiples of $n$ the answer is quick. If the products of length $n$ span all matrices, then any matrix $M=M\cdot 1$ is a combination of products of length $2n$, and so on. The lengths in between need an argument.

## Adding one site to the block

Write $W(s)=A^{(s_0)}\cdots A^{(s_{m-1})}$ for the product along a configuration $s$ of $m$ sites, and $S_m$ for the complex linear span of all these products. Let $\Phi_m$ be the linear map that sends $X$ to the list of amplitudes $\operatorname{Tr}(XW(s))$. The claim is that if $S_n$ contains all $D\times D$ matrices for some $n\ge 1$, then for every $m\ge n$ the span $S_m$ contains all of them and $\Phi_m$ is injective.

The two conclusions are equivalent at each fixed length. Let $E_{ji}$ be the matrix with a one in row $j$ and column $i$ and zeros elsewhere.

Suppose first that $S_m$ is everything and that all amplitudes of $X$ vanish. By linearity $\operatorname{Tr}(XM)=0$ for every matrix $M$. Taking $M=E_{ji}$ gives $\operatorname{Tr}(XE_{ji})=X_{ij}=0$ for all $i,j$, hence $X=0$.

Suppose conversely that $S_m$ is a proper subspace. Then there is a nonzero linear functional $f$ that vanishes on $S_m$. Put $X_{ij}=f(E_{ji})$. For every $M$,

$$\operatorname{Tr}(XM)=\sum_{i,j}X_{ij}M_{ji}=\sum_{i,j}M_{ji}\,f(E_{ji})=f(M).$$

So $X$ is nonzero, because $f$ is, and yet all its amplitudes vanish. The map $\Phi_m$ is not injective.

Now let $\Phi_n$ be injective with $n\ge1$, and let $X$ have vanishing amplitudes on $n+1$ sites. Split off the first site, in state $a$:

$$0=\operatorname{Tr}\bigl(XA^{(a)}W(s)\bigr)=\operatorname{Tr}\bigl((XA^{(a)})\,W(s)\bigr)\quad\text{for all } a \text{ and all } s \text{ on } n \text{ sites}.$$

For fixed $a$ this says that the boundary matrix $XA^{(a)}$ has vanishing amplitudes on $n$ sites, and therefore $XA^{(a)}=0$. This holds for every $a$. Because $n\ge1$, each product $W(s)$ of length $n$ begins with some $A^{(a)}$, which gives $XW(s)=0$ and in particular $\operatorname{Tr}(XW(s))=0$. Injectivity of $\Phi_n$, used a second time, yields $X=0$. Induction on the length carries the result from $n$ to every $m\ge n$.

A faulty shortcut would argue that $S_n\subseteq S_{n+1}$, since longer products offer more freedom. The spans are not nested in general. For the single matrix $A=\begin{pmatrix}0&1\\1&0\end{pmatrix}$, $S_1$ consists of the multiples of $A$ and $S_2$ of the multiples of the identity. Nor may one cancel $A^{(a)}$ from $XA^{(a)}=0$, because the individual matrices may be singular; it is the second use of injectivity that finishes the step.

For a uniform matrix product state whose products of some length $n\ge1$ span all $D\times D$ matrices, the result bears on parent Hamiltonians: the states $\psi_X$ of a block form the space on which a local term is chosen to vanish, and from length $n$ onwards this space has the constant dimension $D^2$.

## Tensors, products and amplitudes in Lean

The type `σ` labels the physical states of one site and `ι` the states of a bond. Only `ι` is required to be finite, and the bond dimension $D$ is its number of elements.

```lean
import Mathlib

open Function

namespace InjectiveMPS

noncomputable section

variable {σ ι : Type*} [Fintype ι] [DecidableEq ι]
```

A tensor is a function `A : σ → Matrix ι ι ℂ`, one matrix for each physical state. The same function serves all sites, which builds in translation invariance. A configuration of $m$ sites is a function `s : Fin m → σ`, with sites numbered from $0$ to $m-1$; the comments in the file count them from one. The product is taken through a list because matrix multiplication depends on the order. For $m=0$ it is the identity.

```lean
/-- The ordered matrix product `A^(s_1) ⋯ A^(s_m)` along a configuration `s` of `m` sites. -/
def wordProduct (A : σ → Matrix ι ι ℂ) {m : ℕ} (s : Fin m → σ) : Matrix ι ι ℂ :=
  (List.ofFn fun i => A (s i)).prod
```

The span $S_m$ is a subspace of the space of matrices. The statement that the products span everything becomes `blockSpan A m = ⊤`.

```lean
/-- The linear span of all matrix products of length `m`. -/
def blockSpan (A : σ → Matrix ι ι ℂ) (m : ℕ) : Submodule ℂ (Matrix ι ι ℂ) :=
  Submodule.span ℂ (Set.range fun s : Fin m → σ => wordProduct A s)
```

The map $\Phi_m$ is defined together with the proof that it is linear. Its values are functions on configurations, that is, block wave functions in the product basis without normalisation. The boundary matrix stands to the left of the product.

```lean
/-- The map from a boundary matrix `X` to the amplitudes `Tr (X A^(s_1) ⋯ A^(s_m))`
of a block of `m` sites. -/
def boundaryMap (A : σ → Matrix ι ι ℂ) (m : ℕ) :
    Matrix ι ι ℂ →ₗ[ℂ] ((Fin m → σ) → ℂ) where
  toFun X s := (X * wordProduct A s).trace
  map_add' X Y := by
    ext s
    simp [add_mul, Matrix.trace_add]
  map_smul' c X := by
    ext s
    simp [Matrix.trace_smul]
```

## Spanning as injectivity

The first lemma splits off the first site, $W(s)=A^{(s_0)}W(s_1,\dots)$, where `fun i => s i.succ` is the configuration of the remaining sites.

```lean
/-- The matrix of the first site splits off from the product over a block. -/
theorem wordProduct_succ (A : σ → Matrix ι ι ℂ) {m : ℕ} (s : Fin (m + 1) → σ) :
    wordProduct A s = A (s 0) * wordProduct A (fun i => s i.succ) := by
  simp [wordProduct, List.ofFn_succ]
```

The next one restates injectivity of a linear map as triviality of its kernel, written out in amplitudes. The later proofs use this form.

```lean
/-- The boundary map is injective exactly when only the zero boundary matrix has
all block amplitudes equal to zero. -/
theorem boundaryMap_injective_iff (A : σ → Matrix ι ι ℂ) (m : ℕ) :
    Injective (boundaryMap A m) ↔
      ∀ X : Matrix ι ι ℂ, (∀ s : Fin m → σ, (X * wordProduct A s).trace = 0) → X = 0 := by
  rw [injective_iff_map_eq_zero]
  exact ⟨fun h X hX => h X (funext hX), fun h X hX => h X (fun s => congrFun hX s)⟩
```

The equivalence of spanning and injectivity follows the calculation by hand. In the forward direction, `key` is the statement $\operatorname{Tr}(XM)=0$ for all $M$. It is proved by induction over the span: the property holds for the products themselves and survives sums and scalar multiples. Evaluating it at `Matrix.single j i 1`, which is $E_{ji}$, isolates the entry $X_{ij}$.

In the backward direction, `Submodule.exists_le_ker_of_lt_top` supplies the nonzero functional that vanishes on a proper subspace. The matrix $X_{ij}=f(E_{ji})$ is then written down explicitly. The lines up to `Finset.sum_congr` expand $M$ in matrix units and compare the two double sums. Since $X$ has vanishing amplitudes, the hypothesis makes it zero, and $f$ would be zero as well, which is a contradiction.

```lean
/-- The products of length `m` span all matrices if and only if the boundary map
of a block of `m` sites is injective. -/
theorem blockSpan_eq_top_iff (A : σ → Matrix ι ι ℂ) (m : ℕ) :
    blockSpan A m = ⊤ ↔ Injective (boundaryMap A m) := by
  rw [boundaryMap_injective_iff]
  constructor
  · intro h X hX
    -- the functional `M ↦ Tr (X M)` vanishes on the span, hence everywhere
    have key : ∀ M : Matrix ι ι ℂ, (X * M).trace = 0 := by
      intro M
      have hM : M ∈ blockSpan A m := by
        rw [h]
        exact Submodule.mem_top
      unfold blockSpan at hM
      induction hM using Submodule.span_induction with
      | mem x hx =>
        obtain ⟨s, rfl⟩ := hx
        exact hX s
      | zero => simp
      | add x y _ _ hx hy => rw [mul_add, Matrix.trace_add, hx, hy, add_zero]
      | smul c x _ hx => rw [Matrix.mul_smul, Matrix.trace_smul, hx, smul_zero]
    ext i j
    have hij := key (Matrix.single j i 1)
    simpa [Matrix.trace, Matrix.mul_apply, Matrix.single_apply, ite_and] using hij
  · intro h
    by_contra hne
    -- a proper subspace is annihilated by a nonzero functional `f`
    obtain ⟨f, hf0, hf⟩ :=
      Submodule.exists_le_ker_of_lt_top _ (lt_top_iff_ne_top.mpr hne)
    -- `f` is the trace against a matrix `X`
    obtain ⟨X, hX⟩ : ∃ X : Matrix ι ι ℂ, ∀ M, (X * M).trace = f M := by
      refine ⟨Matrix.of fun i j => f (Matrix.single j i 1), fun M => ?_⟩
      have hs : ∀ i j, f (Matrix.single i j (M i j)) = M i j * f (Matrix.single i j 1) := by
        intro i j
        have e : Matrix.single i j (M i j) = M i j • Matrix.single i j (1 : ℂ) := by
          rw [Matrix.smul_single, smul_eq_mul, mul_one]
        rw [e, map_smul, smul_eq_mul]
      conv_rhs => rw [Matrix.matrix_eq_sum_single M]
      simp only [map_sum, hs, Matrix.trace, Matrix.diag_apply, Matrix.mul_apply,
        Matrix.of_apply]
      rw [Finset.sum_comm]
      exact Finset.sum_congr rfl fun i _ => Finset.sum_congr rfl fun j _ => mul_comm _ _
    have X0 : X = 0 := h X fun s => by
      rw [hX]
      exact LinearMap.mem_ker.mp (hf (Submodule.subset_span ⟨s, rfl⟩))
    exact hf0 (LinearMap.ext fun M => by rw [← hX M, X0]; simp)
```

## The induction over block length

The step from $n$ to $n+1$ uses the hypothesis `h` twice, as the derivation does. The first use is in `hA`: the configuration `Fin.cons a s` puts state `a` in front of `s`, and associativity moves $A^{(a)}$ into the boundary matrix. The assumption `hn` enters where $n$ is written as $k+1$, which guarantees that there is a first matrix to split off. The second use of `h` then reduces the goal to amplitudes that contain the factor $XA^{(a)}=0$.

```lean
/-- If the boundary map is injective for a block of `n ≥ 1` sites, it is injective
for a block of `n + 1` sites. -/
theorem boundaryMap_injective_succ (A : σ → Matrix ι ι ℂ) {n : ℕ} (hn : 1 ≤ n)
    (h : Injective (boundaryMap A n)) : Injective (boundaryMap A (n + 1)) := by
  rw [boundaryMap_injective_iff] at h ⊢
  intro X hX
  -- absorb the first site into the boundary matrix
  have hA : ∀ a, X * A a = 0 := fun a => h _ fun s => by
    have hs := hX (Fin.cons a s)
    rw [wordProduct_succ] at hs
    simpa [mul_assoc] using hs
  obtain ⟨k, rfl⟩ : ∃ k, n = k + 1 := ⟨n - 1, by omega⟩
  -- a block of at least one site starts with some `A a`, which `X` annihilates
  refine h X fun s => ?_
  rw [wordProduct_succ, ← mul_assoc, hA, zero_mul, Matrix.trace_zero]
```

The main theorem has three hypotheses: $n\ge1$, the products of length $n$ span all matrices, and $n\le m$. Its conclusion is the conjunction of spanning and injectivity at length $m$. The proof translates the spanning hypothesis into injectivity, runs the induction from $n$ upwards and translates back.

That some length $n$ spans is assumed here and has to be established for each tensor. It fails at every length for some of them: if $D\ge2$ and all the $A^{(s)}$ are diagonal, as for a GHZ state, every product is diagonal.

```lean
/-- Injectivity persists under blocking: if the products of some length `n ≥ 1` span all
matrices, then for every `m ≥ n` the products of length `m` span all matrices and the
boundary map of a block of `m` sites is injective. -/
theorem injectivity_persists (A : σ → Matrix ι ι ℂ) {n m : ℕ} (hn : 1 ≤ n)
    (hspan : blockSpan A n = ⊤) (hnm : n ≤ m) :
    blockSpan A m = ⊤ ∧ Injective (boundaryMap A m) := by
  have key : Injective (boundaryMap A m) := by
    induction m, hnm using Nat.le_induction with
    | base => exact (blockSpan_eq_top_iff A n).mp hspan
    | succ k hk ih => exact boundaryMap_injective_succ A (hn.trans hk) ih
  exact ⟨(blockSpan_eq_top_iff A m).mpr key, key⟩
```

An injective linear map preserves dimension, and the space of $D\times D$ matrices has dimension $D^2$. The block states therefore form a space of dimension $D^2$, however long the block is beyond $n$. In Lean this space is the range of `boundaryMap A m`.

```lean
/-- If the products of length `n ≥ 1` span all matrices, the states of a block of `m ≥ n`
sites obtained from all boundary matrices form a space of dimension `D ^ 2`, with `D` the
bond dimension. -/
theorem finrank_blockStates (A : σ → Matrix ι ι ℂ) {n m : ℕ} (hn : 1 ≤ n)
    (hspan : blockSpan A n = ⊤) (hnm : n ≤ m) :
    Module.finrank ℂ (LinearMap.range (boundaryMap A m)) = Fintype.card ι ^ 2 := by
  rw [LinearMap.finrank_range_of_inj (injectivity_persists A hn hspan hnm).2]
  simp [Module.finrank_matrix, sq]
```

## A tensor that becomes injective at two sites

The following tensor has two physical states, labelled $0$ and $1$, and bond dimension two:

$$A^{(0)}=\begin{pmatrix}1&0\\0&0\end{pmatrix},\qquad A^{(1)}=\begin{pmatrix}0&1\\1&1\end{pmatrix}.$$

```lean
/-- A tensor with two physical states and bond dimension two. -/
def qubitTensor : Fin 2 → Matrix (Fin 2) (Fin 2) ℂ :=
  ![!![1, 0; 0, 0], !![0, 1; 1, 1]]
```

Two matrices cannot span a space of dimension four, so one site is not enough. The Lean proof exhibits a boundary matrix that one site fails to detect. Both $A^{(0)}$ and $A^{(1)}$ are symmetric, and the trace of an antisymmetric matrix times a symmetric one is zero.

On two sites the products are

$$A^{(0)}A^{(0)}=\begin{pmatrix}1&0\\0&0\end{pmatrix},\quad A^{(0)}A^{(1)}=\begin{pmatrix}0&1\\0&0\end{pmatrix},\quad A^{(1)}A^{(0)}=\begin{pmatrix}0&0\\1&0\end{pmatrix},\quad A^{(1)}A^{(1)}=\begin{pmatrix}1&1\\1&2\end{pmatrix}.$$

The corresponding amplitudes are $X_{00}$, $X_{10}$, $X_{01}$ and $X_{00}+X_{01}+X_{10}+2X_{11}$. If all four vanish, so does $X$. The second half of the proof computes these amplitudes with `simp` and solves the last equation for $X_{11}$. By the main theorem, this tensor is injective on every block of two or more sites.

```lean
/-- For `qubitTensor` the single matrices do not span all 2×2 matrices, but the products
of length two do. -/
theorem qubitTensor_witness :
    blockSpan qubitTensor 1 ≠ ⊤ ∧ blockSpan qubitTensor 2 = ⊤ := by
  constructor
  · rw [Ne, blockSpan_eq_top_iff, boundaryMap_injective_iff]
    intro h
    -- an antisymmetric boundary matrix is invisible on one site
    have h0 := h !![0, 1; -1, 0] (fun s => by
      have hs : wordProduct qubitTensor s = qubitTensor (s 0) := by
        simp [wordProduct]
      rw [hs]
      generalize s 0 = a
      fin_cases a <;>
        simp [qubitTensor, Matrix.trace_fin_two])
    have h01 := congrFun (congrFun h0 0) 1
    simp at h01
  · rw [blockSpan_eq_top_iff, boundaryMap_injective_iff]
    intro X hX
    -- the four two-site amplitudes determine the four entries of `X`
    have h00 : X 0 0 = 0 := by
      simpa [wordProduct, qubitTensor, Matrix.trace_fin_two, Matrix.mul_apply,
        Fin.sum_univ_succ, List.ofFn_succ] using hX ![0, 0]
    have h10 : X 1 0 = 0 := by
      simpa [wordProduct, qubitTensor, Matrix.trace_fin_two, Matrix.mul_apply,
        Fin.sum_univ_succ, List.ofFn_succ] using hX ![0, 1]
    have h01 : X 0 1 = 0 := by
      simpa [wordProduct, qubitTensor, Matrix.trace_fin_two, Matrix.mul_apply,
        Fin.sum_univ_succ, List.ofFn_succ] using hX ![1, 0]
    have h11 : X 0 0 + X 0 1 + X 1 0 + 2 * X 1 1 = 0 := by
      have h := hX ![1, 1]
      simp [wordProduct, qubitTensor, Matrix.trace_fin_two, Matrix.mul_apply,
        Fin.sum_univ_succ, List.ofFn_succ] at h
      linear_combination h
    have h11' : X 1 1 = 0 := by
      linear_combination (h11 - h00 - h01 - h10) / 2
    ext i j
    fin_cases i <;> fin_cases j <;> simp [h00, h01, h10, h11']
```

## Why the empty block does not count

The requirement $n\ge1$ excludes a degenerate start. Take one physical state, bond dimension one and $A^{(0)}=0$. This tensor describes no physical state, since its amplitudes vanish on every nonempty chain; it only tests the algebraic statement. The empty product is the number $1$, which spans all $1\times1$ matrices, so the spanning condition holds at length zero. At length one the only product is $0$, and it spans nothing but zero. The inductive step breaks at a definite place: $XA^{(0)}=0$ still follows, but the empty product contains no factor $A^{(0)}$ that would carry this information back to $X$.

In Lean, the first half reads off the single entry of $X$ from the amplitude of the empty configuration `Fin.elim0`. For the second half, the boundary matrix $1$ has vanishing amplitude on one site, and injectivity would force $1=0$.

```lean
/-- For the zero tensor with one physical state and bond dimension one, the empty product spans all
matrices, but the products of length one do not. -/
theorem length_zero_not_sufficient :
    blockSpan (0 : Fin 1 → Matrix (Fin 1) (Fin 1) ℂ) 0 = ⊤ ∧
      blockSpan (0 : Fin 1 → Matrix (Fin 1) (Fin 1) ℂ) 1 ≠ ⊤ := by
  constructor
  · rw [blockSpan_eq_top_iff, boundaryMap_injective_iff]
    intro X hX
    have h0 : X 0 0 = 0 := by
      simpa [wordProduct, Matrix.trace] using hX Fin.elim0
    ext i j
    rw [Subsingleton.elim i 0, Subsingleton.elim j 0]
    exact h0
  · rw [Ne, blockSpan_eq_top_iff, boundaryMap_injective_iff]
    intro h
    exact one_ne_zero (h 1 (fun s => by simp [wordProduct_succ]))

end

end InjectiveMPS
```

```lean
#print axioms InjectiveMPS.injectivity_persists
#print axioms InjectiveMPS.finrank_blockStates
#print axioms InjectiveMPS.length_zero_not_sufficient
```

```
'InjectiveMPS.injectivity_persists' depends on axioms: [propext, Classical.choice, Quot.sound]
'InjectiveMPS.finrank_blockStates' depends on axioms: [propext, Classical.choice, Quot.sound]
'InjectiveMPS.length_zero_not_sufficient' depends on axioms: [propext, Classical.choice, Quot.sound]
```
